# Every half-filled set of real orbitals on a finite bipartite lattice has a partner with equal hopping energy and complementary site occupations

The theorem `hole_partner` concerns non-interacting fermions of a single spin species on a finite set of 2n sites, with a real hopping matrix A whose entries vanish within each of two sublattices, the diagonal included. A filling of n orthonormal real orbitals is described by its projector P, a real symmetric idempotent matrix of trace n; it need not be the ground state. The theorem says that there is another such projector P′ with tr(P′A) = tr(PA) and with site occupations P′ᵢᵢ = 1 − Pᵢᵢ. The proof takes P′ = 1 − SPS, where the diagonal matrix S changes the sign of the orbital coefficients on one sublattice, and uses SAS = −A and tr A = 0 to compare the energies.

This version doesn't compile in Lean 4 with Mathlib:

```lean
import Mathlib

open Matrix
open scoped Topology

namespace HolePartner

variable {ι : Type*} [Fintype ι] [DecidableEq ι]

/-- The hopping matrix vanishes within both sublattices, which are the two colours of `c`. -/
def IsAlternant (A : Matrix ι ι ℝ) (c : ι → Bool) : Prop :=
  ∀ r s, c r = c s → A r s = 0

/-- `P` is the orthogonal projector onto `n` filled real orbitals. -/
structure IsFilling (P : Matrix ι ι ℝ) (n : ℕ) : Prop where
  symm : Pᵀ = P
  idem : P * P = P
  trace_eq : P.trace = n

/-- An orthogonal change of basis turns a projector onto `n` orbitals into another one. -/
theorem IsFilling.conj {P U : Matrix ι ι ℝ} {n : ℕ} (hP : IsFilling P n) (hU : U * Uᵀ = 1) :
    IsFilling (Uᵀ * P * U) n where
  symm := by simp [Matrix.transpose_mul, hP.symm, Matrix.mul_assoc]
  idem := by
    calc Uᵀ * P * U * (Uᵀ * P * U) = Uᵀ * P * (U * Uᵀ) * P * U := by
          simp only [Matrix.mul_assoc]
      _ = Uᵀ * (P * P) * U := by rw [hU, mul_one]; simp only [Matrix.mul_assoc]
      _ = _ := by rw [hP.idem]
  trace_eq := by rw [trace_mul_comm, ← Matrix.mul_assoc, hU, one_mul, hP.trace_eq]

/-- In a half-filled alternant system every projector `P` has a partner with the same hopping
energy and with site occupations `1 - P_rr`. -/
theorem hole_partner {A P : Matrix ι ι ℝ} {c : ι → Bool} (hc : IsAlternant A c) {n : ℕ}
    (hcard : Fintype.card ι = 2 * n) (hP : IsFilling P n) :
    ∃ P', IsFilling P' n ∧ (P' * A).trace = (P * A).trace ∧ ∀ i, P' i i = 1 - P i i := by
  -- change the sign of every orbital coefficient on one sublattice
  let σ : ι → ℝ := fun i => if c i then 1 else -1
  have hσ : ∀ i, σ i * σ i = 1 := fun i => by cases h : c i <;> simp [σ, h]
  have hS : diagonal σ * (diagonal σ)ᵀ = 1 := by
    rw [diagonal_transpose, diagonal_mul_diagonal, ← diagonal_one]
    exact congrArg diagonal (funext hσ)
  have hSA : diagonal σ * A * diagonal σ = -A := by
    ext i j
    rw [Matrix.mul_diagonal, Matrix.diagonal_mul, Matrix.neg_apply]
    have h := hc i j
    cases hi : c i <;> cases hj : c j <;> simp [σ, hi, hj] at h ⊢ <;> simp [h]
  have hQ := hP.conj hS
  rw [diagonal_transpose] at hQ
  have hA0 : A.trace = 0 := Finset.sum_eq_zero fun i _ => hc i i rfl
  refine ⟨1 - diagonal σ * P * diagonal σ, ⟨?_, ?_, ?_⟩, ?_, fun i => ?_⟩
  · rw [Matrix.transpose_sub, Matrix.transpose_one, hQ.symm]
  · rw [sub_mul, mul_sub, one_mul, mul_one, hQ.idem]
    abel
  · rw [Matrix.trace_sub, Matrix.trace_one, hQ.trace_eq, hcard]
    push_cast
    ring
  · have h : (diagonal σ * P * diagonal σ * A).trace = -(P * A).trace := by
      calc _ = (diagonal σ * (P * diagonal σ * A)).trace := by simp only [Matrix.mul_assoc]
        _ = (P * (diagonal σ * A * diagonal σ)).trace := by
            rw [trace_mul_comm]; simp only [Matrix.mul_assoc]
        _ = _ := by rw [hSA, Matrix.mul_neg, Matrix.trace_neg]
    rw [sub_mul, one_mul, Matrix.trace_sub, h, hA0]
    ring
  · rw [Matrix.sub_apply, Matrix.one_apply_eq, Matrix.mul_diagonal, Matrix.diagonal_mul]
    linear_combination (-P i i) * hσ i

end HolePartner
```

The error:

```
Main.lean:52:35: error: Tactic `rewrite` failed: Did not find an occurrence of the pattern
  ?a * 1
in the target expression
  1 - 1 * (diagonal σ * P * diagonal σ) - diagonal σ * P * diagonal σ * (1 - diagonal σ * P * diagonal σ) =
    1 - diagonal σ * P * diagonal σ

case refine_2
ι : Type u_1
inst✝¹ : Fintype ι
inst✝ : DecidableEq ι
A P : Matrix ι ι ℝ
c : ι → Bool
hc : IsAlternant A c
n : ℕ
hcard : Fintype.card ι = 2 * n
hP : IsFilling P n
σ : ι → ℝ := fun i => if c i = true then 1 else -1
hσ : ∀ (i : ι), σ i * σ i = 1
hS : diagonal σ * (diagonal σ)ᵀ = 1
hSA : diagonal σ * A * diagonal σ = -A
hQ : IsFilling (diagonal σ * P * diagonal σ) n
hA0 : A.trace = 0
⊢ 1 - 1 * (diagonal σ * P * diagonal σ) - diagonal σ * P * diagonal σ * (1 - diagonal σ * P * diagonal σ) =
    1 - diagonal σ * P * diagonal σ
```

Diagnosis. The error arises in showing that the partner is idempotent. Write Q for `diagonal σ * P * diagonal σ`; the goal is then (1 − Q)(1 − Q) = 1 − Q. When `rw` is given a general lemma, it fixes the lemma's variables at the first match and rewrites only the instances of that one pattern. After `sub_mul` has split the product into 1(1 − Q) − Q(1 − Q), `mul_sub` therefore expands only the first term, to 1 · 1 − 1 · Q. Next, `one_mul` matches 1 · 1 and leaves 1 · Q alone. That was also the only product with 1 on the right, and Q(1 − Q) is still unexpanded, so `mul_one` finds nothing to rewrite and Lean reports the missing pattern `?a * 1`.

The repair uses `simp only` with the same lemmas. It applies them repeatedly, with fresh variables each time, so both products are expanded, the factors of 1 disappear, and `hQ.idem` turns Q · Q into Q. What remains is 1 − Q − (Q − Q) = 1 − Q, which `abel` proves.

As a diff, the version that Lean accepts:

```diff
@@ -50,5 +50,5 @@
   refine ⟨1 - diagonal σ * P * diagonal σ, ⟨?_, ?_, ?_⟩, ?_, fun i => ?_⟩
   · rw [Matrix.transpose_sub, Matrix.transpose_one, hQ.symm]
-  · rw [sub_mul, mul_sub, one_mul, mul_one, hQ.idem]
+  · simp only [sub_mul, mul_sub, one_mul, mul_one, hQ.idem]
     abel
   · rw [Matrix.trace_sub, Matrix.trace_one, hQ.trace_eq, hcard]
```
